# Nonnegative couplings allow at most one all-positive solution of the level-dependent gap equation

## Levels, gaps and signs

Take finitely many pair levels $k$. Level $k$ has a real energy $\xi_k$, measured from a fixed chemical potential, and a real gap $\Delta_k$. Its pair amplitude is $f_{\xi_k}(\Delta_k)$, where

$$f_\xi(x)=\frac{x}{2\sqrt{\xi^2+x^2}} .$$

A real matrix $V$ couples the levels, and the zero-temperature gap equation is

$$\Delta_k=F_k(\Delta),\qquad F_k(\Delta)=\sum_l V_{kl}\,f_{\xi_l}(\Delta_l).$$

In this sign convention $V_{kl}>0$ is attractive. The condition $V_{kl}\ge 0$ therefore says that no pair-scattering process is repulsive.

If all couplings are equal, all gaps are equal, and dividing by the common gap, when it is nonzero, leaves one equation in one unknown. For general level-dependent couplings the ratios of the gaps are not known in advance, so this reduction is not available and uniqueness needs another argument.

## What is claimed

If $V_{kl}\ge 0$ for all $k,l$, two solutions with every gap positive are equal. In BCS mean-field theory with a finite set of levels and fixed $\xi$, the all-positive gap profile is thus determined by $V$ and $\xi$.

In Lean, the levels form a finite type `n`, `pairAmp` is $f$, `gapMap` is $F$, and `IsGap V ξ Δ` says that the gap equation holds at every level. The theorem `positive_gap_unique` assumes nonnegative entries (`hV`), two solutions, and positivity of both. $V$ need not be symmetric, and $\xi_k=0$ is allowed. Lean's division by zero sets $f_0(0)=0$, which matters only for solutions with vanishing gaps.

The gap equation is the starting point; it is not derived from a Hamiltonian. Complex gaps, finite temperature and a chemical potential readjusted to fix the particle number are not covered. Nor is existence: a single level has a positive solution only if $V>2|\xi|$.

## Two properties of the pair amplitude

**Monotonicity.** Let $x\le y$ and $y>0$. If $x\le 0$, then $f_\xi(x)\le 0\le f_\xi(y)$. If $x>0$, then $x^2\xi^2\le y^2\xi^2$, and adding $x^2y^2$ to both sides gives
$$x^2(\xi^2+y^2)\le y^2(\xi^2+x^2).$$
Taking roots and dividing gives $f_\xi(x)\le f_\xi(y)$.

**Scaling.** For $x>0$ and $t>1$ the root grows strictly, so
$$f_\xi(tx)=\frac{tx}{2\sqrt{\xi^2+t^2x^2}}<\frac{tx}{2\sqrt{\xi^2+x^2}}=t\,f_\xi(x).$$

## Comparing two gap profiles

Let $V_{kl}\ge 0$ for all $k,l$. Let $D_k\le F_k(D)$ and $F_k(E)\le E_k$ for all $k$, with every $E_k>0$. Then $D_k\le E_k$ for all $k$.

Suppose this fails at some level. Choose $m$ where $D_l/E_l$ is largest and set $t=D_m/E_m$, so $t>1$. Every level satisfies $D_l\le tE_l$, and the two properties give
$$f_{\xi_l}(D_l)\le f_{\xi_l}(tE_l)<t\,f_{\xi_l}(E_l).$$

If row $m$ of $V$ vanishes, then $D_m\le F_m(D)=0$, although $D_m=tE_m>0$. Otherwise some $V_{ml}>0$ keeps the inequality strict in the sum:
$$D_m\le F_m(D)<t\,F_m(E)\le tE_m=D_m .$$
Both cases are contradictory.

Two positive solutions $\Delta$ and $\Delta'$ can play either role, so $\Delta\le\Delta'$ and $\Delta'\le\Delta$, and they are equal.

## Three consequences

- **Bound.** Since $f_\xi$ is odd, $-D$ is a solution whenever $D$ is. If $V_{kl}\ge 0$, comparing both with a positive solution $\Delta$ gives $|D_k|\le\Delta_k$ for every real solution $D$.
- **Couplings.** Let $V_{kl}\le W_{kl}$ with $W_{kl}\ge 0$. A positive solution $\Delta$ for $V$ satisfies $\Delta_k\le\sum_l W_{kl}f_{\xi_l}(\Delta_l)$, so at every level it is at most any positive solution for $W$.
- **Symmetry.** Let $V_{kl}\ge 0$ and let $\Delta$ be a positive solution. If a permutation $\sigma$ preserves $V$ and $\xi$, relabelling the sum shows that $\Delta_{\sigma(k)}$ solves the same equation. By uniqueness $\Delta_{\sigma(k)}=\Delta_k$.

## Two levels by hand

Let $\xi_0=\xi_1=12$. Since $\sqrt{12^2+9^2}=15$ and $\sqrt{12^2+16^2}=20$, the gaps 9 and 16 have amplitudes $3/10$ and $2/5$. For $V=\begin{pmatrix}14&12\\12&31\end{pmatrix}$,

$$14\cdot\tfrac{3}{10}+12\cdot\tfrac25=9,\qquad 12\cdot\tfrac{3}{10}+31\cdot\tfrac25=16,$$

so $(9,16)$ is the only positive solution.

With diagonal entries $370/7$ and off-diagonal entries $-120/7$, the same amplitudes give $(111-48)/7=9$ and $(-36+148)/7=16$. Exchanging the levels leaves this matrix unchanged, so $(16,9)$ is a second positive solution. Repulsion between levels can thus destroy uniqueness.

## In a self-consistency loop

A code may iterate $\Delta\leftarrow F(\Delta)$ from a positive starting guess. For nonnegative $V$ and fixed $\xi$, runs that converge to all-positive solutions must have the same limit. If their outputs differ visibly, the convergence threshold and the inputs are the first things to check. For nonnegative $V$, levels related by a symmetry of $V$ and $\xi$ can share one unknown without losing a positive solution; the second example above shows that this can fail with negative couplings.

## The Lean file

```lean
import Mathlib

open Finset

namespace LevelDependentGap

noncomputable section

variable {n : Type*} [Fintype n]

/-- The pair amplitude `x / (2 √(ξ² + x²))` of a level with energy `ξ` and gap `x`;
it is zero when `ξ` and `x` both vanish. -/
def pairAmp (ξ x : ℝ) : ℝ := x / (2 * √(ξ ^ 2 + x ^ 2))

/-- The right-hand side of the gap equation: the pairing field at level `k` produced by
the pair amplitudes of all levels through the coupling matrix `V`. -/
def gapMap (V : Matrix n n ℝ) (ξ Δ : n → ℝ) (k : n) : ℝ :=
  ∑ l, V k l * pairAmp (ξ l) (Δ l)

/-- The gaps `Δ` solve the level-dependent gap equation. -/
def IsGap (V : Matrix n n ℝ) (ξ Δ : n → ℝ) : Prop :=
  ∀ k, Δ k = gapMap V ξ Δ k

/-- The pair amplitude does not decrease when the gap is raised to a positive value. -/
theorem pairAmp_mono (ξ : ℝ) {x y : ℝ} (hy : 0 < y) (hxy : x ≤ y) :
    pairAmp ξ x ≤ pairAmp ξ y := by
  unfold pairAmp
  rcases le_or_gt x 0 with hx | hx
  · exact (div_nonpos_of_nonpos_of_nonneg hx (by positivity)).trans (by positivity)
  · have hsx : 0 < √(ξ ^ 2 + x ^ 2) := Real.sqrt_pos.2 (by positivity)
    have hsy : 0 < √(ξ ^ 2 + y ^ 2) := Real.sqrt_pos.2 (by positivity)
    -- compare the cross products through their squares
    have key : x * √(ξ ^ 2 + y ^ 2) ≤ y * √(ξ ^ 2 + x ^ 2) := by
      refine (sq_le_sq₀ (by positivity) (by positivity)).1 ?_
      rw [mul_pow, mul_pow, Real.sq_sqrt (by positivity), Real.sq_sqrt (by positivity)]
      have h2 : x ^ 2 ≤ y ^ 2 := pow_le_pow_left₀ hx.le hxy 2
      nlinarith [mul_le_mul_of_nonneg_right h2 (sq_nonneg ξ)]
    rw [div_le_div_iff₀ (by positivity) (by positivity)]
    linarith

/-- Enlarging a positive gap by a factor `t > 1` enlarges the pair amplitude by strictly
less than `t`. -/
theorem pairAmp_scale (ξ : ℝ) {x t : ℝ} (hx : 0 < x) (ht : 1 < t) :
    pairAmp ξ (t * x) < t * pairAmp ξ x := by
  have ht0 : 0 < t := by linarith
  have hlt : x < t * x := by nlinarith
  have hsq : x ^ 2 < (t * x) ^ 2 := pow_lt_pow_left₀ hlt hx.le two_ne_zero
  have hs : √(ξ ^ 2 + x ^ 2) < √(ξ ^ 2 + (t * x) ^ 2) :=
    Real.sqrt_lt_sqrt (by positivity) (by linarith)
  have hsx : 0 < √(ξ ^ 2 + x ^ 2) := Real.sqrt_pos.2 (by positivity)
  unfold pairAmp
  rw [← mul_div_assoc]
  exact div_lt_div_of_pos_left (by positivity) (by positivity) (by linarith)

/-- Comparison principle: for nonnegative couplings, gaps `D` that do not exceed the pairing field
they produce are bounded, level by level, by any positive gaps `E` that are at least the field they
produce. -/
theorem gap_comparison {V : Matrix n n ℝ} {ξ D E : n → ℝ} (hV : ∀ k l, 0 ≤ V k l)
    (hD : ∀ k, D k ≤ gapMap V ξ D k) (hE : ∀ k, gapMap V ξ E k ≤ E k)
    (hpos : ∀ k, 0 < E k) (k : n) : D k ≤ E k := by
  by_contra hk
  have hk' : E k < D k := lt_of_not_ge hk
  have : Nonempty n := ⟨k⟩
  -- the level at which the ratio of the gaps is largest
  obtain ⟨m, hm⟩ := Finite.exists_max (fun l => D l / E l)
  obtain ⟨t, ht⟩ : ∃ t, t = D m / E m := ⟨_, rfl⟩
  have h1 : 1 < t := by
    rw [ht]
    exact ((one_lt_div (hpos k)).2 hk').trans_le (hm k)
  have ht0 : 0 < t := by linarith
  have hle : ∀ l, D l ≤ t * E l := fun l => by
    rw [ht]
    exact (div_le_iff₀ (hpos l)).1 (hm l)
  have hmE : D m = t * E m := by
    rw [ht, div_mul_cancel₀ _ (hpos m).ne']
  have hDm : 0 < D m := by
    rw [hmE]
    exact mul_pos ht0 (hpos m)
  have hq : ∀ l, pairAmp (ξ l) (D l) < t * pairAmp (ξ l) (E l) := fun l =>
    (pairAmp_mono (ξ l) (mul_pos ht0 (hpos l)) (hle l)).trans_lt
      (pairAmp_scale (ξ l) (hpos l) h1)
  by_cases h0 : ∀ l, V m l = 0
  · -- an uncoupled level has no pairing field
    have hz : gapMap V ξ D m = 0 := by simp [gapMap, h0]
    linarith [hD m]
  · obtain ⟨l, hl⟩ := not_forall.1 h0
    have hl' : 0 < V m l := lt_of_le_of_ne (hV m l) (Ne.symm hl)
    have hlt : gapMap V ξ D m < t * gapMap V ξ E m := by
      simp only [gapMap]
      rw [Finset.mul_sum]
      refine Finset.sum_lt_sum (fun i _ => ?_) ⟨l, Finset.mem_univ l, ?_⟩
      · have := mul_le_mul_of_nonneg_left (hq i).le (hV m i)
        linarith
      · have := mul_lt_mul_of_pos_left (hq l) hl'
        linarith
    have := mul_le_mul_of_nonneg_left (hE m) ht0.le
    linarith [hD m]

/-- For nonnegative couplings the level-dependent gap equation has at most one solution
whose gaps are all positive. -/
theorem positive_gap_unique {V : Matrix n n ℝ} {ξ Δ Δ' : n → ℝ} (hV : ∀ k l, 0 ≤ V k l)
    (h : IsGap V ξ Δ) (h' : IsGap V ξ Δ') (hpos : ∀ k, 0 < Δ k) (hpos' : ∀ k, 0 < Δ' k) :
    Δ = Δ' := by
  funext k
  exact le_antisymm
    (gap_comparison hV (fun i => (h i).le) (fun i => (h' i).ge) hpos' k)
    (gap_comparison hV (fun i => (h' i).le) (fun i => (h i).ge) hpos k)

/-- For nonnegative couplings, a solution with all gaps positive bounds the magnitude of
every real solution, level by level. -/
theorem abs_gap_le_positive_gap {V : Matrix n n ℝ} {ξ Δ D : n → ℝ} (hV : ∀ k l, 0 ≤ V k l)
    (h : IsGap V ξ Δ) (hpos : ∀ k, 0 < Δ k) (hD : IsGap V ξ D) (k : n) : |D k| ≤ Δ k := by
  -- reversing the sign of all gaps gives another solution
  have hneg : ∀ i, -D i = gapMap V ξ (fun l => -D l) i := fun i => by
    rw [hD i]
    simp [gapMap, pairAmp, neg_div]
  refine abs_le'.2 ⟨gap_comparison hV (fun i => (hD i).le) (fun i => (h i).ge) hpos k, ?_⟩
  exact gap_comparison (D := fun l => -D l) hV (fun i => (hneg i).le)
    (fun i => (h i).ge) hpos k

/-- If no coupling decreases from `V` to `W` and `W` is nonnegative, then no gap decreases
from a positive solution for `V` to a positive solution for `W`. -/
theorem positive_gap_mono_coupling {V W : Matrix n n ℝ} {ξ Δ Δ' : n → ℝ}
    (hW : ∀ k l, 0 ≤ W k l) (hVW : ∀ k l, V k l ≤ W k l)
    (h : IsGap V ξ Δ) (h' : IsGap W ξ Δ') (hpos : ∀ k, 0 < Δ k) (hpos' : ∀ k, 0 < Δ' k)
    (k : n) : Δ k ≤ Δ' k := by
  refine gap_comparison hW (fun i => (h i).le.trans ?_) (fun i => (h' i).ge) hpos' k
  refine Finset.sum_le_sum (fun l _ => mul_le_mul_of_nonneg_right (hVW i l) ?_)
  exact div_nonneg (hpos l).le (by positivity)

/-- For nonnegative couplings, a positive solution is invariant under every permutation of
the levels that leaves the couplings and the level energies unchanged. -/
theorem positive_gap_symmetric {V : Matrix n n ℝ} {ξ Δ : n → ℝ} (hV : ∀ k l, 0 ≤ V k l)
    (h : IsGap V ξ Δ) (hpos : ∀ k, 0 < Δ k) (σ : Equiv.Perm n)
    (hσV : ∀ k l, V (σ k) (σ l) = V k l) (hσξ : ∀ k, ξ (σ k) = ξ k) (k : n) :
    Δ (σ k) = Δ k := by
  -- the permuted gaps solve the same equation
  have hs : IsGap V ξ (fun i => Δ (σ i)) := fun i => by
    change Δ (σ i) = ∑ l, V i l * pairAmp (ξ l) (Δ (σ l))
    rw [h (σ i), gapMap, ← Equiv.sum_comp σ]
    exact Finset.sum_congr rfl (fun l _ => by rw [hσV, hσξ])
  exact congrFun (positive_gap_unique hV hs h (fun i => hpos (σ i)) hpos) k

/-- At level energy 12, the gaps 9 and 16 have pair amplitudes 3/10 and 2/5. -/
theorem pairAmp_values : pairAmp 12 9 = 3 / 10 ∧ pairAmp 12 16 = 2 / 5 := by
  have h9 : √((12 : ℝ) ^ 2 + 9 ^ 2) = 15 := by
    rw [show (12 : ℝ) ^ 2 + 9 ^ 2 = 15 ^ 2 by norm_num]
    exact Real.sqrt_sq (by norm_num)
  have h16 : √((12 : ℝ) ^ 2 + 16 ^ 2) = 20 := by
    rw [show (12 : ℝ) ^ 2 + 16 ^ 2 = 20 ^ 2 by norm_num]
    exact Real.sqrt_sq (by norm_num)
  unfold pairAmp
  rw [h9, h16]
  norm_num

/-- Two levels of energy 12 with couplings 14, 12, 12, 31 have the gaps (9, 16) as their
one and only positive solution. -/
theorem positive_gap_unique_witness (Δ : Fin 2 → ℝ) (hpos : ∀ k, 0 < Δ k) :
    IsGap !![14, 12; 12, 31] (fun _ => 12) Δ ↔ Δ = ![9, 16] := by
  have hsol : IsGap !![14, 12; 12, 31] (fun _ => 12) ![9, 16] := by
    intro k
    fin_cases k <;>
      simp [gapMap, Fin.sum_univ_two, pairAmp_values.1, pairAmp_values.2] <;> norm_num
  constructor
  · intro h
    refine positive_gap_unique ?_ h hsol hpos ?_
    · intro k l
      fin_cases k <;> fin_cases l <;> simp
    · intro k
      fin_cases k <;> simp
  · rintro rfl
    exact hsol

/-- With negative off-diagonal couplings uniqueness can fail: for this symmetric matrix and
two levels of energy 12, both (9, 16) and (16, 9) solve the gap equation. -/
theorem two_positive_gaps_of_negative_coupling :
    IsGap !![370 / 7, -120 / 7; -120 / 7, 370 / 7] (fun _ => 12) ![9, 16] ∧
    IsGap !![370 / 7, -120 / 7; -120 / 7, 370 / 7] (fun _ => 12) ![16, 9] := by
  constructor <;> intro k <;> fin_cases k <;>
    simp [gapMap, Fin.sum_univ_two, pairAmp_values.1, pairAmp_values.2] <;> norm_num

end

end LevelDependentGap
```

```lean
#print axioms LevelDependentGap.positive_gap_unique
#print axioms LevelDependentGap.positive_gap_mono_coupling
#print axioms LevelDependentGap.positive_gap_symmetric
#print axioms LevelDependentGap.two_positive_gaps_of_negative_coupling
```

```
'LevelDependentGap.positive_gap_unique' depends on axioms: [propext, Classical.choice, Quot.sound]
'LevelDependentGap.positive_gap_mono_coupling' depends on axioms: [propext, Classical.choice, Quot.sound]
'LevelDependentGap.positive_gap_symmetric' depends on axioms: [propext, Classical.choice, Quot.sound]
'LevelDependentGap.two_positive_gaps_of_negative_coupling' depends on axioms: [propext, Classical.choice, Quot.sound]
```

## How the proof runs

`pairAmp_mono` splits on the sign of $x$. Its `key` inequality is the cross-multiplied one, proved through squares with `sq_le_sq₀`. `pairAmp_scale` compares the two roots and then the fractions with equal numerators.

`gap_comparison` carries the main argument. `Finite.exists_max` supplies $m$, `hle` is $D_l\le tE_l$, and `hq` chains the two amplitude lemmas. The `by_cases` separates the vanishing row. In the other case `Finset.sum_lt_sum` needs a weak inequality in every term and a strict one in some term, which the positive $V_{ml}$ provides.

`positive_gap_unique` applies the comparison twice and joins the results with `le_antisymm`. `abs_gap_le_positive_gap` applies it to $D$ and $-D$, and `positive_gap_mono_coupling` first replaces $V$ by $W$ term by term. `positive_gap_symmetric` relabels the sum with `Equiv.sum_comp` before invoking uniqueness.

`pairAmp_values` evaluates the two roots. The last two theorems use these values to check the equations level by level, and `positive_gap_unique_witness` adds uniqueness from the general theorem.
